# Symmetrising a finite Fourier series over a space group, and the extinction rule

A crystal density built from a symmetry-reduced set of k-points generally lacks the symmetry of the crystal and is commonly averaged over the operations to restore it. Done on Fourier coefficients with the wrong rule, the averaging can return a different function: the rotation acts on wave vectors through its inverse transpose, which can differ from the matrix itself (it does for a threefold rotation on hexagonal axes), and leaving out the phase of a fractional shift keeps coefficients that a glide removes. The rule is derived here for finite Fourier series and finitely many operations modulo the lattice, the setting of a plane-wave expansion with a cutoff.

## Setting

Positions $r$ are real vectors in fractional coordinates of a chosen cell. The lattice vectors $n$ are those generated by the cell edges; they and the reciprocal lattice vectors $K$, the only wave vectors used below, have integer components. A centring translation of a larger cell counts as an operation with a fractional shift. The Lean type `d` is the finite set of coordinate labels $i$, and `G` is a group.

```lean
import Mathlib

open Matrix Complex

namespace SymmetrisedFourierSeries

noncomputable section

variable {d : Type*} [Fintype d] [DecidableEq d] {G : Type*} [Group G]
```

With $e(x)=\exp(2\pi i x)$ (`phase`) and $K\cdot r=\sum_i K_i r_i$ (`pair`), a coefficient function $c$ with finitely many non-zero values (the arrow `→₀`) defines $\rho_c(r)=\sum_K c(K)\,e(K\cdot r)$ (`series`). The values are complex; reality of $\rho_c$ is not imposed. The maps `rot` and `lat` let integer matrices and vectors act among real positions.

```lean
/-- The phase factor `exp(2 π i x)`. -/
def phase (x : ℝ) : ℂ := Complex.exp (2 * Real.pi * I * x)

/-- The product `K · r` of a reciprocal lattice vector with a position in fractional
coordinates. -/
def pair (K : d → ℤ) (r : d → ℝ) : ℝ := ∑ i, (K i : ℝ) * r i

/-- An integer matrix applied to a position. -/
def rot (R : Matrix d d ℤ) (r : d → ℝ) : d → ℝ := R.map (Int.castRingHom ℝ) *ᵥ r

/-- A lattice vector seen as a position. -/
def lat (n : d → ℤ) : d → ℝ := fun i => (n i : ℝ)

/-- The finite Fourier series `ρ(r) = ∑_K c(K) exp(2 π i K · r)`. -/
def series (c : (d → ℤ) →₀ ℂ) (r : d → ℝ) : ℂ := c.sum fun K a => a * phase (pair K r)
```

A `SpaceGroup` assigns to each $g\in G$ an integer matrix $R_g$ with integer inverse, with $R_{gh}=R_gR_h$, and a real shift $\tau_g$. The operation is $g\cdot r=R_gr+\tau_g$ (`act`). The field `closed` assumes $\tau_{gh}=R_g\tau_h+\tau_g+n$ for some lattice vector $n$ depending on $g,h$. No metric enters, and different $g$ may share the same matrix.

```lean
/-- Operations `r ↦ R_g r + τ_g`, `R_g ∈ GL(d, ℤ)`, that compose as the group `G` modulo
lattice translations. -/
structure SpaceGroup (G d : Type*) [Group G] [Fintype d] [DecidableEq d] where
  R : G →* GL d ℤ
  τ : G → d → ℝ
  closed : ∀ g h, ∃ n : d → ℤ, τ (g * h) = rot (R g).val (τ h) + τ g + lat n

/-- The operation `r ↦ R_g r + τ_g`. -/
def SpaceGroup.act (S : SpaceGroup G d) (g : G) (r : d → ℝ) : d → ℝ :=
  rot (S.R g).val r + S.τ g
```

Put $K_g=R_g^{-T}K$ (`dual`, a bijection with inverse $K\mapsto R_g^TK$) and $(T_gc)(K)=c(K_g)\,e(K_g\cdot\tau_g)$ (`transform`, supported on the image of the support of $c$ under $R_g^T$). For finite $G$ with $|G|$ elements, the average of a function $\rho$ is $\bar\rho(r)=|G|^{-1}\sum_g\rho(g\cdot r)$, with $g$ and not $g^{-1}$ acting on the argument, and $\bar c=|G|^{-1}\sum_gT_gc$ is `symCoeff`.

```lean
/-- The bijection `K ↦ K_g = R_g⁻ᵀ K` of the reciprocal lattice, with inverse `K ↦ R_gᵀ K`. -/
def SpaceGroup.dual (S : SpaceGroup G d) (g : G) : (d → ℤ) ≃ (d → ℤ) where
  toFun K := ((S.R g)⁻¹).valᵀ *ᵥ K
  invFun K := (S.R g).valᵀ *ᵥ K
  left_inv K := by
    show (S.R g).valᵀ *ᵥ (((S.R g)⁻¹).valᵀ *ᵥ K) = K
    rw [mulVec_mulVec, ← transpose_mul, Units.inv_mul, transpose_one, one_mulVec]
  right_inv K := by
    show ((S.R g)⁻¹).valᵀ *ᵥ ((S.R g).valᵀ *ᵥ K) = K
    rw [mulVec_mulVec, ← transpose_mul, Units.mul_inv, transpose_one, one_mulVec]

/-- The transformed coefficients `K ↦ c(K_g) exp(2 π i K_g · τ_g)`. -/
def SpaceGroup.transform (S : SpaceGroup G d) (g : G) (c : (d → ℤ) →₀ ℂ) : (d → ℤ) →₀ ℂ :=
  Finsupp.onFinset (c.support.map (S.dual g).symm.toEmbedding)
    (fun K => c (S.dual g K) * phase (pair (S.dual g K) (S.τ g)))
    (fun K hK => Finset.mem_map.mpr
      ⟨S.dual g K, Finsupp.mem_support_iff.mpr (left_ne_zero_of_mul hK), by simp⟩)

/-- The group average `r ↦ |G|⁻¹ ∑_g ρ(R_g r + τ_g)`. -/
def SpaceGroup.average [Fintype G] (S : SpaceGroup G d) (ρ : (d → ℝ) → ℂ) (r : d → ℝ) : ℂ :=
  (Fintype.card G : ℂ)⁻¹ * ∑ g, ρ (S.act g r)

/-- The mean over the group of the transformed coefficients. -/
def SpaceGroup.symCoeff [Fintype G] (S : SpaceGroup G d) (c : (d → ℤ) →₀ ℂ) : (d → ℤ) →₀ ℂ :=
  (Fintype.card G : ℂ)⁻¹ • ∑ g, S.transform g c
```

## (a) The phase factor

*Task.* Show that $e(x+y)=e(x)e(y)$ for real $x,y$, and that $e(x)=1$ exactly when $x$ is an integer.

*Solution.* The first is the addition law of the exponential. For the second, $\exp z=1$ means $z=2\pi i m$ with $m$ an integer (`Complex.exp_eq_one_iff`); cancelling $2\pi i$ gives $x=m$.

```lean
/-- Phase factors multiply when arguments add, and equal one exactly at integers. -/
theorem phase_spec : (∀ x y : ℝ, phase (x + y) = phase x * phase y) ∧
    ∀ x : ℝ, phase x = 1 ↔ ∃ n : ℤ, x = n := by
  refine ⟨fun x y => ?_, fun x => ?_⟩
  · unfold phase
    rw [← Complex.exp_add]
    congr 1
    push_cast
    ring
  · unfold phase
    rw [Complex.exp_eq_one_iff]
    constructor
    · rintro ⟨n, hn⟩
      have h : (x : ℂ) = n :=
        mul_left_cancel₀ Complex.two_pi_I_ne_zero (by linear_combination hn)
      exact ⟨n, by exact_mod_cast h⟩
    · rintro ⟨n, rfl⟩
      exact ⟨n, by push_cast; ring⟩
```

## (b) Moving the rotation onto the wave vector

*Task.* Show $K\cdot(g\cdot r)=(R_g^TK)\cdot r+K\cdot\tau_g$.

*Solution.* Exchanging the sums (`Finset.sum_comm`),
$$\sum_{i}K_i\sum_j(R_g)_{ij}r_j=\sum_j\Big(\sum_i(R_g)_{ij}K_i\Big)r_j=(R_g^TK)\cdot r,$$
and the shift contributes $K\cdot\tau_g$.

```lean
/-- `K · (R_g r + τ_g) = (R_gᵀ K) · r + K · τ_g`. -/
theorem pair_act (S : SpaceGroup G d) (g : G) (K : d → ℤ) (r : d → ℝ) :
    pair K (S.act g r) = pair ((S.R g).valᵀ *ᵥ K) r + pair K (S.τ g) := by
  simp only [pair, SpaceGroup.act, rot, Pi.add_apply, mul_add, Finset.sum_add_distrib, mulVec,
    dotProduct, map_apply, transpose_apply, Finset.mul_sum, Finset.sum_mul, Int.cast_sum,
    Int.cast_mul, eq_intCast]
  congr 1
  rw [Finset.sum_comm]
  exact Finset.sum_congr rfl fun j _ => Finset.sum_congr rfl fun i _ => by ring
```

## (c) Coefficients of the transformed series

*Task.* Show $\rho_c(g\cdot r)=\rho_{T_gc}(r)$.

*Solution.* By (a) and (b),
$$\rho_c(g\cdot r)=\sum_Kc(K)\,e(K\cdot\tau_g)\,e\big((R_g^TK)\cdot r\big).$$
With $K'=R_g^TK$, so that $K=K'_g$, the coefficient of $e(K'\cdot r)$ is $c(K'_g)\,e(K'_g\cdot\tau_g)=(T_gc)(K')$. In Lean `Finset.sum_map` relabels the sum and `h1` identifies the coefficient.

```lean
/-- The series composed with an operation is the series of the transformed coefficients. -/
theorem series_act (S : SpaceGroup G d) (g : G) (c : (d → ℤ) →₀ ℂ) (r : d → ℝ) :
    series c (S.act g r) = series (S.transform g c) r := by
  have h : (S.transform g c).sum (fun K a => a * phase (pair K r)) =
      ∑ K ∈ c.support.map (S.dual g).symm.toEmbedding, S.transform g c K * phase (pair K r) :=
    Finsupp.sum_of_support_subset _ Finsupp.support_onFinset_subset _ (fun _ _ => zero_mul _)
  unfold series
  -- relabel the sum by `K ↦ R_gᵀ K`
  rw [h, Finset.sum_map, Finsupp.sum]
  refine Finset.sum_congr rfl fun K _ => ?_
  have h1 : S.transform g c ((S.dual g).symm K) = c K * phase (pair K (S.τ g)) := by
    simp [SpaceGroup.transform]
  change c K * phase (pair K (S.act g r)) =
    S.transform g c ((S.dual g).symm K) * phase (pair ((S.R g).valᵀ *ᵥ K) r)
  rw [h1, pair_act, phase_spec.1]
  ring
```

## (d) Uniqueness of coefficients

*Task.* Show that $\rho_c=\rho_{c'}$ as functions implies $c=c'$.

*Solution.* The plane waves $\chi_K(r)=e(K\cdot r)$ obey $\chi_K(r+s)=\chi_K(r)\chi_K(s)$ and $\chi_K(0)=1$. They are distinct: if $K_i\ne L_i$, take $t$ with $(K_i-L_i)t=\tfrac12$ and the position with $i$-th coordinate $t$ and all others zero. There $\chi_K=\chi_L\,e(\tfrac12)$, and $e(\tfrac12)\ne1$ by (a); this is `hχ`. Suppose now that $\sum_Ka_K\chi_K=0$ is a shortest relation with all $a_K\ne0$, and let $L$ be one of its wave vectors. Evaluating at $r+s$ and subtracting $\chi_L(s)$ times the relation gives
$$\sum_{K\neq L}a_K\big(\chi_K(s)-\chi_L(s)\big)\chi_K=0 .$$
This is shorter, so all its coefficients vanish for every $s$, and distinctness leaves no $K\ne L$. Then $a_L\chi_L=0$ at $r=0$ gives $a_L=0$, a contradiction. Hence $c-c'=0$. Lean takes the independence of distinct characters from `linearIndependent_monoidHom`, with `Multiplicative` writing translations as products.

```lean
/-- A finite Fourier series determines its coefficients. -/
theorem series_injective : Function.Injective (series : ((d → ℤ) →₀ ℂ) → (d → ℝ) → ℂ) := by
  -- plane waves are characters of the translation group
  let χ : (d → ℤ) → (Multiplicative (d → ℝ) →* ℂ) := fun K =>
    { toFun := fun r => phase (pair K r.toAdd)
      map_one' := by
        show phase (pair K 0) = 1
        simp [phase, pair]
      map_mul' := fun x y => by
        show phase (pair K (x.toAdd + y.toAdd)) = phase _ * phase _
        rw [← phase_spec.1]
        congr 1
        simp [pair, mul_add, Finset.sum_add_distrib] }
  -- different wave vectors give different characters
  have hχ : Function.Injective χ := by
    intro K L h
    funext i
    by_contra hne
    have hd : (K i : ℝ) - L i ≠ 0 := sub_ne_zero.mpr (by exact_mod_cast hne)
    obtain ⟨t, ht⟩ : ∃ t : ℝ, ((K i : ℝ) - L i) * t = 1 / 2 :=
      ⟨1 / 2 / ((K i : ℝ) - L i), by field_simp⟩
    have h1 : phase (pair K (Pi.single i t)) = phase (pair L (Pi.single i t)) :=
      DFunLike.congr_fun h (Multiplicative.ofAdd (Pi.single i t : d → ℝ))
    have hp : ∀ M : d → ℤ, pair M (Pi.single i t) = M i * t := by
      intro M
      simp [pair, Pi.single_apply]
    have h2 : (K i : ℝ) * t = L i * t + 1 / 2 := by linarith
    rw [hp, hp, h2, phase_spec.1] at h1
    have h0 : phase (L i * t) ≠ 0 := Complex.exp_ne_zero _
    obtain ⟨n, hn⟩ := (phase_spec.2 _).mp (mul_left_cancel₀ h0 (h1.trans (mul_one _).symm))
    have h3 : (1 : ℤ) = 2 * n := by exact_mod_cast (by linarith : (1 : ℝ) = 2 * n)
    omega
  have hli : Function.Injective
      (Finsupp.linearCombination ℂ fun K => (χ K : Multiplicative (d → ℝ) → ℂ)) :=
    (linearIndependent_monoidHom (Multiplicative (d → ℝ)) ℂ).comp χ hχ
  have key : ∀ (c : (d → ℤ) →₀ ℂ) (r : Multiplicative (d → ℝ)),
      Finsupp.linearCombination ℂ (fun K => (χ K : Multiplicative (d → ℝ) → ℂ)) c r =
        series c r.toAdd := by
    intro c r
    rw [Finsupp.linearCombination_apply, Finsupp.sum, Finset.sum_apply]
    rfl
  intro c c' h
  exact hli (funext fun r => by rw [key, key, h])
```

## (e) Periodicity

*Task.* Show $\rho_c(r+n)=\rho_c(r)$ for every lattice vector $n$.

*Solution.* $K\cdot(r+n)=K\cdot r+K\cdot n$ with $K\cdot n$ an integer, so each term gains the factor $1$ by (a).

```lean
omit [DecidableEq d] in
/-- A finite Fourier series is periodic under lattice translations. -/
theorem series_periodic (c : (d → ℤ) →₀ ℂ) (r : d → ℝ) (n : d → ℤ) :
    series c (r + lat n) = series c r := by
  unfold series
  refine Finsupp.sum_congr fun K _ => ?_
  have h : pair K (r + lat n) = pair K r + ((K ⬝ᵥ n : ℤ) : ℝ) := by
    simp [pair, lat, dotProduct, mul_add, Finset.sum_add_distrib]
  have h1 : phase ((K ⬝ᵥ n : ℤ) : ℝ) = 1 := (phase_spec.2 _).mpr ⟨_, rfl⟩
  simp only [h, phase_spec.1, h1, mul_one]
```

## (f) The average is invariant

*Task.* For any lattice-periodic function $\rho$, not only a series, show $\bar\rho(h\cdot r)=\bar\rho(r)$ for all $h\in G$.

*Solution.* The closure condition gives
$$(gh)\cdot r=R_gR_hr+R_g\tau_h+\tau_g+n=g\cdot(h\cdot r)+n,$$
so $\rho(g\cdot(h\cdot r))=\rho((gh)\cdot r)$ by periodicity (`key`). As $g$ runs over $G$ so does $gh$ (`Equiv.mulRight h`), and the two sums agree term by term.

```lean
/-- The group average of a lattice-periodic function is invariant under every operation. -/
theorem average_invariant [Fintype G] (S : SpaceGroup G d) (ρ : (d → ℝ) → ℂ)
    (hρ : ∀ r n, ρ (r + lat n) = ρ r) (h : G) (r : d → ℝ) :
    S.average ρ (S.act h r) = S.average ρ r := by
  have key : ∀ g, ρ (S.act g (S.act h r)) = ρ (S.act (g * h) r) := by
    intro g
    obtain ⟨n, hn⟩ := S.closed g h
    have e : S.act (g * h) r = S.act g (S.act h r) + lat n := by
      unfold SpaceGroup.act
      rw [hn, map_mul S.R, Units.val_mul]
      simp only [rot, Matrix.map_mul, mulVec_add, ← mulVec_mulVec]
      abel
    rw [e, hρ]
  unfold SpaceGroup.average
  congr 1
  -- rearrangement `g ↦ g h`
  exact Fintype.sum_equiv (Equiv.mulRight h) _ _ fun g => key g
```

## (g) Extinction for an invariant series

*Task.* Let $\rho_c(h\cdot r)=\rho_c(r)$ for all $r$ and one operation $h$; $G$ need not be finite. If $R_h^TK=K$ and $K\cdot\tau_h$ is not an integer, show $c(K)=0$.

*Solution.* By (c) and (d), $T_hc=c$ (the step `e`). From $R_h^TK=K$ follows $K_h=K$ (`hd`), so $c(K)\,e(K\cdot\tau_h)=c(K)$. If $c(K)\ne0$, cancelling gives $e(K\cdot\tau_h)=1$, and (a) makes $K\cdot\tau_h$ an integer.

```lean
/-- If a finite Fourier series is invariant under the operation `h`, `R_hᵀ K = K` and `K · τ_h`
is not an integer, then the coefficient at `K` vanishes. -/
theorem extinction_of_invariant (S : SpaceGroup G d) (h : G) (c : (d → ℤ) →₀ ℂ)
    (hinv : ∀ r, series c (S.act h r) = series c r) (K : d → ℤ)
    (hK : (S.R h).valᵀ *ᵥ K = K) (hτ : ∀ n : ℤ, pair K (S.τ h) ≠ n) : c K = 0 := by
  have e : S.transform h c = c :=
    series_injective (funext fun r => by rw [← series_act, hinv])
  have hs : (S.dual h).symm K = K := hK
  have hd : S.dual h K = K := ((Equiv.symm_apply_eq _).mp hs).symm
  have h1 : c (S.dual h K) * phase (pair (S.dual h K) (S.τ h)) = c K := DFunLike.congr_fun e K
  rw [hd] at h1
  by_contra hne
  obtain ⟨n, hn⟩ := (phase_spec.2 _).mp (mul_left_cancel₀ hne (h1.trans (mul_one _).symm))
  exact hτ n hn
```

Without the condition $R_h^TK=K$, the equation $T_hc=c$ still gives $|c(K_h)|=|c(K)|$, so for a series invariant under all operations the moduli agree among symmetry-related wave vectors.

## (h) Coefficients of the average

*Task.* Show that the average of $\rho_c$ equals $\rho_{\bar c}$.

*Solution.* At fixed $r$ the map $c\mapsto\rho_c(r)$ is linear (`hl`). Therefore $\rho_{\bar c}(r)=|G|^{-1}\sum_g\rho_{T_gc}(r)=|G|^{-1}\sum_g\rho_c(g\cdot r)$ by (c).

```lean
/-- The group average of a series is the series of the averaged transformed coefficients. -/
theorem average_eq_series [Fintype G] (S : SpaceGroup G d) (c : (d → ℤ) →₀ ℂ) (r : d → ℝ) :
    S.average (series c) r = series (S.symCoeff c) r := by
  have hl : ∀ b : (d → ℤ) →₀ ℂ,
      series b r = Finsupp.linearCombination ℂ (fun K => phase (pair K r)) b := by
    intro b
    simp [series, Finsupp.linearCombination_apply]
  rw [hl, SpaceGroup.symCoeff, map_smul, map_sum, smul_eq_mul, SpaceGroup.average]
  congr 1
  exact Finset.sum_congr rfl fun g _ => by rw [series_act, hl]
```

## (i) The full statement

*Task.* For finite $G$ and finitely supported $c$, show: the average of $\rho_c$ is invariant under every $h$; it equals $\rho_{\bar c}$;
$$\bar c(K)=\frac1{|G|}\sum_gc(K_g)\,e(K_g\cdot\tau_g);$$
and $\bar c(K)=0$ whenever some $h$ has $R_h^TK=K$ with $K\cdot\tau_h$ not an integer.

*Solution.* Parts (e) and (f) give the first claim, (h) the second, and evaluating the definition at $K$ the third. By the first two claims $\rho_{\bar c}$ is invariant under $h$, so (g) applied to $\bar c$ gives the fourth.

```lean
/-- The group average of a finite Fourier series is invariant, is the series with coefficients
`|G|⁻¹ ∑_g c(K_g) exp(2 π i K_g · τ_g)`, and these vanish at `K` when some `h` has
`R_hᵀ K = K` with `K · τ_h` not an integer. -/
theorem symmetrised_series [Fintype G] (S : SpaceGroup G d) (c : (d → ℤ) →₀ ℂ) :
    (∀ h r, S.average (series c) (S.act h r) = S.average (series c) r) ∧
    (∀ r, S.average (series c) r = series (S.symCoeff c) r) ∧
    (∀ K, S.symCoeff c K = (Fintype.card G : ℂ)⁻¹ *
      ∑ g, c (S.dual g K) * phase (pair (S.dual g K) (S.τ g))) ∧
    (∀ h K, (S.R h).valᵀ *ᵥ K = K → (∀ n : ℤ, pair K (S.τ h) ≠ n) → S.symCoeff c K = 0) := by
  have hinv := average_invariant S (series c) (series_periodic c)
  refine ⟨hinv, average_eq_series S c, fun K => ?_, fun h K hK hτ => ?_⟩
  · have e : (∑ g, S.transform g c) K = ∑ g, S.transform g c K :=
      map_sum (Finsupp.applyAddHom K) _ _
    rw [SpaceGroup.symCoeff, Finsupp.smul_apply, e, smul_eq_mul]
    rfl
  · refine extinction_of_invariant S h _ (fun r => ?_) K hK hτ
    rw [← average_eq_series, ← average_eq_series, hinv]
```

The fourth claim is the algebraic condition behind systematic absences in diffraction, stated as a sufficient condition for vanishing; a converse, infinite series and scattering intensities are not treated.

In a plane-wave program the formula can be evaluated as a double loop over stored $K$ and operations $g$: look up $c$ at $K_g$, multiply by the phase, accumulate, and divide the sum by $|G|$. If $M$ is a metric matrix on positions with $R_g^TMR_g=M$ for all $g$, the squared reciprocal length $K^TM^{-1}K$ (without the factor $4\pi^2$) is unchanged by $K\mapsto K_g$, so a spherical cutoff in this length keeps $K_g$ within the stored set. The smallest case with an extinction has one coordinate, two operations, $R_g=1$ for both and shifts $0$ and $\tfrac12$: then $\bar c(K)=\tfrac12c(K)\,(1+(-1)^K)$, which vanishes for odd $K$. The remark on moduli, the loop, the statement on the cutoff and this example are worked on paper only and have no theorem in the Lean file.

## (j) A plane glide

*Task.* Take $G=\{u=\pm1\}$ (`ℤˣ`) in two dimensions, $R_u=\operatorname{diag}(1,u)$ and $\tau_u=\big(\tfrac{1-u}{4},0\big)$, so that $u=-1$ is $(x,y)\mapsto(x+\tfrac12,-y)$. Verify closure, and show for $K=(1,0)$ that $R_{-1}^TK=K$, $K\cdot\tau_{-1}=\tfrac12$ and $\bar c(K)=0$ for every $c$.

*Solution.* The matrices multiply as the signs do. If $g=1$ or $h=1$, closure holds with $n=0$. For $g=h=-1$, $R_{-1}\tau_{-1}+\tau_{-1}=(1,0)$ while $\tau_1=0$, so $n=(-1,0)$; these are the two branches in `glide`.

```lean
/-- The matrices `diag(1, u)` for `u = ±1`. -/
def glideRot : ℤˣ →* Matrix (Fin 2) (Fin 2) ℤ where
  toFun u := !![1, 0; 0, (u : ℤ)]
  map_one' := by ext i j; fin_cases i <;> fin_cases j <;> simp
  map_mul' u v := by
    ext i j; fin_cases i <;> fin_cases j <;> simp [Matrix.mul_apply, Fin.sum_univ_succ]

/-- The shifts `0` for `u = 1` and `(1/2, 0)` for `u = -1`. -/
def glideShift (u : ℤˣ) : Fin 2 → ℝ := ![(1 - ((u : ℤ) : ℝ)) / 4, 0]

/-- The identity and the plane glide `(x, y) ↦ (x + 1/2, -y)`. -/
def glide : SpaceGroup ℤˣ (Fin 2) where
  R := glideRot.toHomUnits
  τ := glideShift
  closed g h := by
    show ∃ n, glideShift (g * h) =
      rot !![1, 0; 0, (g : ℤ)] (glideShift h) + glideShift g + lat n
    rcases Int.units_eq_one_or g with rfl | rfl <;>
      rcases Int.units_eq_one_or h with rfl | rfl <;>
      first
      | (refine ⟨0, ?_⟩
         ext i
         fin_cases i <;>
           simp [glideShift, rot, lat] <;> norm_num
         done)
      | (refine ⟨![-1, 0], ?_⟩
         ext i
         fin_cases i <;>
           simp [glideShift, rot, lat]
         all_goals norm_num)
```

Lean labels the coordinates $0,1$, so `![1, 0]` has $K_0=1$, $K_1=0$. The matrix $\operatorname{diag}(1,-1)$ fixes it, and $K\cdot\tau_{-1}=\tfrac12$ is not an integer because $1=2m$ has no integer solution $m$. The fourth claim of (i) gives $\bar c(K)=0$, in agreement with $\tfrac12\big(c(K)+c(K)\,e(\tfrac12)\big)=0$.

```lean
/-- The glide has matrix `diag(1, -1)`, fixes `K = (1, 0)` with `K · τ = 1/2`, and the averaged
coefficient at this `K` vanishes for all `c`. -/
theorem glide_witness : (glide.R (-1)).val = !![1, 0; 0, -1] ∧
    (glide.R (-1)).valᵀ *ᵥ ![1, 0] = ![1, 0] ∧ pair ![1, 0] (glide.τ (-1)) = 1 / 2 ∧
    ∀ c, glide.symCoeff c ![1, 0] = 0 := by
  have h1 : (glide.R (-1)).val = !![1, 0; 0, -1] := rfl
  have h2 : (glide.R (-1)).valᵀ *ᵥ ![1, 0] = ![1, 0] := by
    rw [h1]
    ext i
    fin_cases i <;> simp [mulVec, dotProduct, Fin.sum_univ_succ]
  have h3 : pair ![1, 0] (glide.τ (-1)) = 1 / 2 := by
    show pair ![1, 0] (glideShift (-1)) = 1 / 2
    norm_num [pair, glideShift, Fin.sum_univ_succ]
  refine ⟨h1, h2, h3, fun c => (symmetrised_series glide c).2.2.2 (-1) _ h2 fun n hn => ?_⟩
  rw [h3] at hn
  have h4 : (1 : ℤ) = 2 * n := by exact_mod_cast (by linarith : (1 : ℝ) = 2 * n)
  omega

end

end SymmetrisedFourierSeries
```

```lean
#print axioms SymmetrisedFourierSeries.symmetrised_series
-- 'SymmetrisedFourierSeries.symmetrised_series' depends on axioms: [propext, Classical.choice, Quot.sound]
```
